# Normal modes of coupled quantum oscillators with a positive definite stiffness matrix

The atoms of a molecule vibrate about equilibrium, and each one pulls on its neighbours. The energy therefore contains products of different displacements, and no single atom has a vibration frequency of its own. Which motions do carry independent quanta, and with what frequencies?

Multiply each displacement by the square root of its mass, so that all masses become one. For small displacements the potential energy is quadratic in these coordinates, with a real symmetric matrix $K$ of force constants. If $K$ is positive definite, meaning that every nonzero displacement costs energy, a rotation of the coordinates separates the Hamiltonian into independent oscillators. In electronic-structure work $K$ is the mass-weighted Hessian at a minimum, with any motions that cost no energy removed. Within this harmonic model, and with $\hbar=1$, the constant $\tfrac12\sum_k\omega_k$ found below is the zero-point energy.

## Coordinates, modes and energies

The coordinates are labelled by a finite type `n`, and the operators are elements of an arbitrary complex algebra `A`.

```lean
import Mathlib

open Matrix
open Complex (I)

namespace NormalModes

noncomputable section

variable {n : Type*} [Fintype n] [DecidableEq n] {A : Type*} [Ring A] [Algebra ℂ A]
```

Positions $x_j$ and momenta $p_j$ commute among themselves and satisfy $[x_i,p_j]=\mathrm i\,\delta_{ij}$, with $\hbar=1$ and $\mathrm i$ the imaginary unit (`I` in Lean).

```lean
/-- Canonical commutation relations for positions `x` and momenta `p`, with `ħ = 1`. -/
structure IsCanonical (x p : n → A) : Prop where
  xx : ∀ i j, x i * x j = x j * x i
  pp : ∀ i j, p i * p j = p j * p i
  xp : ∀ i j, x i * p j - p j * x i = (if i = j then I else 0 : ℂ) • (1 : A)
```

Independent modes satisfy $[a_i,a_j]=[b_i,b_j]=0$ and $[a_i,b_j]=\delta_{ij}$. The letter $b$ stands where textbooks write $a^\dagger$, because `A` has no adjoint.

```lean
/-- Commutation relations of independent bosonic modes with lowering operators `a` and
raising operators `b`. -/
structure IsBosonic (a b : n → A) : Prop where
  aa : ∀ i j, a i * a j = a j * a i
  bb : ∀ i j, b i * b j = b j * b i
  ab : ∀ i j, a i * b j - b j * a i = if i = j then 1 else 0
```

The coupled energy is $H=\tfrac12\sum_j p_j^2+\tfrac12\sum_{ij}K_{ij}x_ix_j$. The masses are one; unequal masses are absorbed by rescaling each $x_j$ and $p_j$.

```lean
/-- The energy `∑ p_j² / 2 + ∑ K_ij x_i x_j / 2` of coupled oscillators of unit mass. -/
def hamiltonian (K : Matrix n n ℝ) (x p : n → A) : A :=
  (1 / 2 : ℂ) • ∑ j, p j * p j + (1 / 2 : ℂ) • ∑ i, ∑ j, (K i j : ℂ) • (x i * x j)
```

A real matrix $O$ forms the collective operators $\sum_j O_{jk}u_j$, one per column.

```lean
/-- The collective operators `∑_j O_jk u_j`, one for each column of `O`. -/
def rotate (O : Matrix n n ℝ) (u : n → A) (k : n) : A := ∑ j, (O j k : ℂ) • u j
```

For a pair $q_k,p_k$ and a frequency $\omega_k>0$, the lowering operator is $a_k=(\omega_kq_k+\mathrm i p_k)/\sqrt{2\omega_k}$.

```lean
/-- The lowering operator `(ω q + i p) / √(2ω)` of each mode, for frequencies `ω > 0`. -/
def lower (ω : n → ℝ) (q p : n → A) (k : n) : A :=
  (((√(2 * ω k))⁻¹ : ℝ) : ℂ) • ((ω k : ℂ) • q k + I • p k)
```

The raising operator has the opposite sign: $b_k=(\omega_kq_k-\mathrm i p_k)/\sqrt{2\omega_k}$.

```lean
/-- The raising operator `(ω q - i p) / √(2ω)` of each mode, for frequencies `ω > 0`. -/
def raise (ω : n → ℝ) (q p : n → A) (k : n) : A :=
  (((√(2 * ω k))⁻¹ : ℝ) : ℂ) • ((ω k : ℂ) • q k - I • p k)
```

The target is $\sum_k\omega_k(b_ka_k+\tfrac12)$.

```lean
/-- The energy `∑ ω_k (b_k a_k + 1/2)` of independent modes. -/
def modeEnergy (ω : n → ℝ) (a b : n → A) : A :=
  ∑ k, (ω k : ℂ) • (b k * a k + (1 / 2 : ℂ) • (1 : A))
```

## Canonical pairs on polynomials

With at least one coordinate, matrices of finite positive size cannot satisfy the canonical relations: a commutator has trace zero, and $\mathrm i$ times the identity does not. Operators on polynomials can. Take $x_j$ as multiplication by $X_j$ and $p_j=-\mathrm i\,\partial_j$. The product rule gives
$$-\mathrm i X_i\,\partial_jf+\mathrm i\,\partial_j(X_if)=\mathrm i\,\delta_{ij}f.$$
Partial derivatives commute because their commutator is a derivation that vanishes on every variable.

```lean
omit [Fintype n] in
/-- Multiplication by `X_j` and `-i ∂/∂X_j` on complex polynomials satisfy the canonical
commutation relations. -/
theorem isCanonical_witness : IsCanonical (A := Module.End ℂ (MvPolynomial n ℂ))
    (fun j => LinearMap.mulLeft ℂ (MvPolynomial.X j))
    (fun j => (-I) • (MvPolynomial.pderiv j).toLinearMap) where
  xx i j := LinearMap.ext fun f => by
    change MvPolynomial.X i * (MvPolynomial.X j * f) = MvPolynomial.X j * (MvPolynomial.X i * f)
    ring
  pp i j := LinearMap.ext fun f => by
    -- the commutator of two partial derivatives is a derivation that kills every variable
    have h : ⁅MvPolynomial.pderiv i, MvPolynomial.pderiv j⁆ =
        (0 : Derivation ℂ (MvPolynomial n ℂ) (MvPolynomial n ℂ)) :=
      MvPolynomial.derivation_ext fun k => by
        rw [Derivation.commutator_apply]
        simp only [MvPolynomial.pderiv_X, Pi.single_apply]
        split_ifs <;> simp
    have hf := DFunLike.congr_fun h f
    rw [Derivation.commutator_apply, Derivation.zero_apply, sub_eq_zero] at hf
    change (-I) • MvPolynomial.pderiv i ((-I) • MvPolynomial.pderiv j f) =
      (-I) • MvPolynomial.pderiv j ((-I) • MvPolynomial.pderiv i f)
    rw [Derivation.map_smul, Derivation.map_smul, hf]
  xp i j := LinearMap.ext fun f => by
    change MvPolynomial.X i * ((-I) • MvPolynomial.pderiv j f) -
      (-I) • MvPolynomial.pderiv j (MvPolynomial.X i * f) = (if i = j then I else 0 : ℂ) • f
    rw [Derivation.leibniz, MvPolynomial.pderiv_X, Pi.single_apply]
    split_ifs <;> simp only [smul_eq_mul, mul_smul_comm, mul_one, mul_zero] <;> module
```

## Rotating the coordinates

By bilinearity, for any real $O$,
$$\Big[\sum_iO_{ik}u_i,\sum_jO_{jl}v_j\Big]=\sum_{ij}O_{ik}O_{jl}[u_i,v_j].$$

```lean
omit [DecidableEq n] in
/-- Commutators of collective operators are the rotated commutators of the original ones. -/
theorem commutator_rotate (O : Matrix n n ℝ) (u v : n → A) (k l : n) :
    rotate O u k * rotate O v l - rotate O v l * rotate O u k =
      ∑ i, ∑ j, ((O i k * O j l : ℝ) : ℂ) • (u i * v j - v j * u i) := by
  have h1 : rotate O u k * rotate O v l =
      ∑ i, ∑ j, ((O i k * O j l : ℝ) : ℂ) • (u i * v j) := by
    simp only [rotate, Finset.sum_mul_sum, smul_mul_smul_comm, Complex.ofReal_mul]
  have h2 : rotate O v l * rotate O u k =
      ∑ i, ∑ j, ((O i k * O j l : ℝ) : ℂ) • (v j * u i) := by
    simp only [rotate, Finset.sum_mul_sum, smul_mul_smul_comm, Complex.ofReal_mul]
    rw [Finset.sum_comm]
    refine Finset.sum_congr rfl fun i _ => Finset.sum_congr rfl fun j _ => ?_
    rw [mul_comm (O j l : ℂ)]
  rw [h1, h2]
  simp only [smul_sub, Finset.sum_sub_distrib]
```

If $O^{\mathsf T}O=1$, the mixed commutator becomes $\mathrm i\sum_iO_{ik}O_{il}=\mathrm i\,\delta_{kl}$, and the other two stay zero.

```lean
/-- Rotating positions and momenta by the same orthogonal matrix preserves the canonical
commutation relations. -/
theorem rotate_canonical {O : Matrix n n ℝ} (hO : Oᵀ * O = 1) {x p : n → A}
    (h : IsCanonical x p) : IsCanonical (rotate O x) (rotate O p) where
  xx k l := by
    rw [← sub_eq_zero, commutator_rotate]
    exact Finset.sum_eq_zero fun i _ => Finset.sum_eq_zero fun j _ => by
      rw [h.xx i j, sub_self, smul_zero]
  pp k l := by
    rw [← sub_eq_zero, commutator_rotate]
    exact Finset.sum_eq_zero fun i _ => Finset.sum_eq_zero fun j _ => by
      rw [h.pp i j, sub_self, smul_zero]
  xp k l := by
    have hkl : ∑ i, O i k * O i l = if k = l then 1 else 0 := by
      have := congrFun (congrFun hO k) l
      simpa [Matrix.mul_apply, Matrix.one_apply] using this
    rw [commutator_rotate]
    simp only [h.xp, smul_smul, ← Finset.sum_smul]
    congr 1
    simp only [mul_ite, mul_zero, Finset.sum_ite_eq, Finset.mem_univ, if_true]
    rw [← Finset.sum_mul, ← Complex.ofReal_sum, hkl]
    split_ifs <;> simp
```

Squares recombine without any commutation relation:
$$\sum_kd_k\Big(\sum_iO_{ik}u_i\Big)^2=\sum_{ij}\Big(\sum_kO_{ik}d_kO_{jk}\Big)u_iu_j.$$
The bracket is the $ij$ entry of $O\,\mathrm{diag}(d)\,O^{\mathsf T}$.

```lean
/-- A weighted sum of squares of collective operators is the quadratic form with matrix
`O diag(d) Oᵀ` in the original operators. -/
theorem sum_rotate_sq (O : Matrix n n ℝ) (d : n → ℝ) (u : n → A) :
    ∑ k, (d k : ℂ) • (rotate O u k * rotate O u k) =
      ∑ i, ∑ j, ((O * diagonal d * Oᵀ) i j : ℂ) • (u i * u j) := by
  have hM : ∀ i j, (O * diagonal d * Oᵀ) i j = ∑ k, O i k * d k * O j k := by
    intro i j
    rw [Matrix.mul_apply]
    simp only [Matrix.mul_diagonal, Matrix.transpose_apply]
  simp only [hM, rotate, Finset.sum_mul_sum, smul_mul_smul_comm, Finset.smul_sum, smul_smul,
    Complex.ofReal_sum, Finset.sum_smul]
  rw [Finset.sum_comm]
  refine Finset.sum_congr rfl fun i _ => ?_
  rw [Finset.sum_comm]
  refine Finset.sum_congr rfl fun j _ => Finset.sum_congr rfl fun k _ => ?_
  congr 1
  push_cast
  ring
```

## Factorizing one oscillator

Write $c_k=1/\sqrt{2\omega_k}$. Then $c_k^2\cdot2\omega_k=1$.

```lean
lemma scale_sq {w : ℝ} (hw : 0 < w) : (((√(2 * w))⁻¹ : ℝ) : ℂ) ^ 2 * (2 * (w : ℂ)) = 1 := by
  have h : ((√(2 * w))⁻¹) ^ 2 * (2 * w) = 1 := by
    rw [inv_pow, Real.sq_sqrt (by positivity)]
    exact inv_mul_cancel₀ (by positivity)
  exact_mod_cast h
```

Within a pair, reordering costs a constant: $q_kp_k=p_kq_k+\mathrm i$.

```lean
omit [Fintype n] in
lemma IsCanonical.qp {q p : n → A} (h : IsCanonical q p) (k : n) :
    q k * p k = p k * q k + I • (1 : A) := by
  have := h.xp k k
  rw [if_pos rfl, sub_eq_iff_eq_add] at this
  rw [this, add_comm]
```

Between different pairs it costs nothing: $q_kp_l=p_lq_k$ for $k\ne l$.

```lean
omit [Fintype n] in
lemma IsCanonical.qp_ne {q p : n → A} (h : IsCanonical q p) {k l : n} (hkl : k ≠ l) :
    q k * p l = p l * q k := by
  have := h.xp k l
  rwa [if_neg hkl, zero_smul, sub_eq_zero] at this
```

Hence
$$[a_k,b_k]=c_k^2\big(-\mathrm i\omega_k[q_k,p_k]+\mathrm i\omega_k[p_k,q_k]\big)=2\omega_kc_k^2=1,$$
and all other commutators vanish. The proof expands the products, reorders them with the two preceding lemmas, and lets `module` compare coefficients.

```lean
omit [Fintype n] in
/-- For positive frequencies, the lowering and raising operators built from canonical pairs
are independent bosonic modes. -/
theorem ladder_bosonic {ω : n → ℝ} (hω : ∀ k, 0 < ω k) {q p : n → A}
    (h : IsCanonical q p) : IsBosonic (lower ω q p) (raise ω q p) where
  aa k l := by
    rcases eq_or_ne k l with rfl | hkl
    · rfl
    simp only [lower, smul_mul_assoc, mul_smul_comm, add_mul, mul_add]
    rw [h.xx k l, h.pp k l, h.qp_ne hkl, h.qp_ne hkl.symm]
    module
  bb k l := by
    rcases eq_or_ne k l with rfl | hkl
    · rfl
    simp only [raise, smul_mul_assoc, mul_smul_comm, sub_mul, mul_sub]
    rw [h.xx k l, h.pp k l, h.qp_ne hkl, h.qp_ne hkl.symm]
    module
  ab k l := by
    rcases eq_or_ne k l with rfl | hkl
    · have hc := scale_sq (hω k)
      simp only [lower, raise, smul_mul_assoc, mul_smul_comm, add_mul, mul_add, sub_mul,
        mul_sub, if_true]
      generalize (((√(2 * ω k))⁻¹ : ℝ) : ℂ) = c at hc ⊢
      rw [h.qp k]
      calc _ = (-(c ^ 2 * (2 * (ω k : ℂ))) * (I * I)) • (1 : A) := by module
        _ = 1 := by rw [hc, Complex.I_mul_I]; simp
    · rw [if_neg hkl, sub_eq_zero]
      simp only [lower, raise, smul_mul_assoc, mul_smul_comm, add_mul, mul_add, sub_mul, mul_sub]
      rw [h.xx k l, h.pp k l, h.qp_ne hkl, h.qp_ne hkl.symm]
      module
```

The product in the other order is
$$b_ka_k=c_k^2\big(\omega_k^2q_k^2+p_k^2+\mathrm i\omega_k[q_k,p_k]\big)=\frac{\omega_k^2q_k^2+p_k^2-\omega_k}{2\omega_k},$$
so $\omega_k(b_ka_k+\tfrac12)=\tfrac12(p_k^2+\omega_k^2q_k^2)$.

```lean
omit [Fintype n] in
/-- For positive frequencies, `ω (b a + 1/2) = (p² + ω² q²) / 2` for each canonical pair. -/
theorem oscillator_factorization {ω : n → ℝ} (hω : ∀ k, 0 < ω k) {q p : n → A}
    (h : IsCanonical q p) (k : n) :
    (ω k : ℂ) • (raise ω q p k * lower ω q p k + (1 / 2 : ℂ) • (1 : A)) =
      (1 / 2 : ℂ) • (p k * p k + ((ω k ^ 2 : ℝ) : ℂ) • (q k * q k)) := by
  have hc := scale_sq (hω k)
  simp only [lower, raise, smul_mul_assoc, mul_smul_comm, mul_add, sub_mul, Complex.ofReal_pow]
  generalize (((√(2 * ω k))⁻¹ : ℝ) : ℂ) = c at hc ⊢
  rw [h.qp k]
  calc _ = (c ^ 2 * (2 * (ω k : ℂ)) / 2) • ((ω k : ℂ) ^ 2 • (q k * q k) - (I * I) • (p k * p k)
        + ((ω k : ℂ) * (I * I)) • (1 : A)) + ((ω k : ℂ) / 2) • (1 : A) := by module
    _ = _ := by rw [hc, Complex.I_mul_I]; module
```

## Decoupling the Hamiltonian

Let $K=O\,\mathrm{diag}(\omega^2)\,O^{\mathsf T}$, and let $Q_k,P_k$ be the rotated positions and momenta. The recombination of squares with $d_k=\omega_k^2$ handles the potential energy. With $d_k=1$ and $OO^{\mathsf T}=1$ it handles the kinetic energy:
$$H=\tfrac12\sum_k\big(P_k^2+\omega_k^2Q_k^2\big)=\sum_k\omega_k\big(b_ka_k+\tfrac12\big).$$

```lean
/-- An orthogonal diagonalization `K = O diag(ω²) Oᵀ` with positive `ω` turns the coupled
Hamiltonian of canonical pairs into the energy of independent modes. -/
theorem hamiltonian_eq_modeEnergy {K O : Matrix n n ℝ} {ω : n → ℝ} (hO : Oᵀ * O = 1)
    (hω : ∀ k, 0 < ω k) (hK : K = O * diagonal (fun k => ω k ^ 2) * Oᵀ)
    {x p : n → A} (h : IsCanonical x p) :
    hamiltonian K x p = modeEnergy ω (lower ω (rotate O x) (rotate O p))
      (raise ω (rotate O x) (rotate O p)) := by
  have hq := sum_rotate_sq O (fun k => ω k ^ 2) x
  rw [← hK] at hq
  -- the kinetic energy is invariant under the rotation
  have hp : ∑ k, rotate O p k * rotate O p k = ∑ j, p j * p j := by
    have h1 : O * diagonal (fun _ => (1 : ℝ)) * Oᵀ = 1 := by
      rw [Matrix.diagonal_one, mul_one]
      exact mul_eq_one_comm.mp hO
    have h2 := sum_rotate_sq O (fun _ => 1) p
    rw [h1] at h2
    simpa [Matrix.one_apply, apply_ite Complex.ofReal, ite_smul] using h2
  unfold hamiltonian modeEnergy
  rw [← hq, ← hp, ← smul_add, ← Finset.sum_add_distrib, Finset.smul_sum]
  refine Finset.sum_congr rfl fun k _ => ?_
  rw [oscillator_factorization hω (rotate_canonical hO h)]
```

It remains to find $O$. Orthonormal eigenvectors of $K$, taken as columns, give $KO=O\,\mathrm{diag}(\lambda)$, and multiplying by $O^{\mathsf T}$ on the right gives the diagonalization. Positive definiteness makes each $\lambda_k>0$, so $\omega_k=\sqrt{\lambda_k}$ is a positive frequency.

The theorem takes `K.PosDef`, which includes symmetry, and `IsCanonical x p`. It returns $O$ and $\omega$ with the $\omega_k^2$ as the eigenvalues of $K$, counted with multiplicity, together with the bosonic relations and the energy identity for the explicit mode operators. A free molecule, whose overall translations and rotations cost no energy, fits only after those motions are removed.

```lean
/-- Normal modes: for canonical pairs and a real positive definite `K`, there are positive
frequencies whose squares are the eigenvalues of `K`, and independent bosonic modes in which
the Hamiltonian is `∑ ω_k (b_k a_k + 1/2)`. -/
theorem normal_modes {K : Matrix n n ℝ} (hK : K.PosDef) {x p : n → A} (h : IsCanonical x p) :
    ∃ (O : Matrix n n ℝ) (ω : n → ℝ), Oᵀ * O = 1 ∧ (∀ k, 0 < ω k) ∧
      K = O * diagonal (fun k => ω k ^ 2) * Oᵀ ∧
      IsBosonic (lower ω (rotate O x) (rotate O p)) (raise ω (rotate O x) (rotate O p)) ∧
      hamiltonian K x p = modeEnergy ω (lower ω (rotate O x) (rotate O p))
        (raise ω (rotate O x) (rotate O p)) := by
  have hH := hK.isHermitian
  have hpos : ∀ k, 0 < hH.eigenvalues k := hK.eigenvalues_pos
  -- the columns of `O` are orthonormal eigenvectors of `K`
  let O : Matrix n n ℝ := hH.eigenvectorUnitary
  have hO : Oᵀ * O = 1 := by
    have := Matrix.mem_unitaryGroup_iff'.mp hH.eigenvectorUnitary.2
    rwa [Matrix.star_eq_conjTranspose, Matrix.conjTranspose_eq_transpose_of_trivial] at this
  have hKO : K * O = O * diagonal hH.eigenvalues := by
    ext i j
    have := congrFun (hH.mulVec_eigenvectorBasis j) i
    rw [Matrix.mul_diagonal, Matrix.mul_apply]
    simpa [O, Matrix.mulVec, dotProduct, Matrix.IsHermitian.eigenvectorUnitary_apply,
      mul_comm] using this
  have hω : ∀ k, 0 < √(hH.eigenvalues k) := fun k => Real.sqrt_pos.mpr (hpos k)
  have hD : K = O * diagonal (fun k => √(hH.eigenvalues k) ^ 2) * Oᵀ := by
    have hs : (fun k => √(hH.eigenvalues k) ^ 2) = hH.eigenvalues :=
      funext fun k => Real.sq_sqrt (hpos k).le
    rw [hs, ← hKO, Matrix.mul_assoc, mul_eq_one_comm.mp hO, mul_one]
  exact ⟨O, fun k => √(hH.eigenvalues k), hO, hω, hD,
    ladder_bosonic hω (rotate_canonical hO h), hamiltonian_eq_modeEnergy hO hω hD h⟩
```

These are algebraic identities. Reading energy levels from them takes a Hilbert-space representation in which $b_k$ is the adjoint of $a_k$ and a vacuum state exists.

## The energy carried by one quantum

Only the term $l=k$ survives in
$$[H,a_k]=\sum_l\omega_l[b_l,a_k]a_l=-\omega_ka_k.$$
The step `key` evaluates each term, and the sum then selects one. The signs of the frequencies play no role here. If the operators act on vectors and $Hv=Ev$, then $Ha_kv=(E-\omega_k)a_kv$: either $a_kv$ is zero, or it is an eigenvector whose energy is lower by $\omega_k$, the energy of one quantum.

```lean
/-- For independent bosonic modes, the commutator of the mode energy with the lowering operator
`a_k` is `-ω_k a_k`. -/
theorem modeEnergy_commutator (ω : n → ℝ) {a b : n → A} (h : IsBosonic a b) (k : n) :
    modeEnergy ω a b * a k - a k * modeEnergy ω a b = -(ω k : ℂ) • a k := by
  have key : ∀ l, ((ω l : ℂ) • (b l * a l + (1 / 2 : ℂ) • (1 : A))) * a k -
      a k * ((ω l : ℂ) • (b l * a l + (1 / 2 : ℂ) • (1 : A))) =
      if k = l then -(ω l : ℂ) • a l else 0 := by
    intro l
    have e : ((ω l : ℂ) • (b l * a l + (1 / 2 : ℂ) • (1 : A))) * a k -
        a k * ((ω l : ℂ) • (b l * a l + (1 / 2 : ℂ) • (1 : A))) =
        -(ω l : ℂ) • ((a k * b l - b l * a k) * a l) := by
      simp only [smul_mul_assoc, mul_smul_comm, add_mul, mul_add, sub_mul, one_mul, mul_one,
        mul_assoc]
      rw [h.aa l k]
      module
    rw [e, h.ab]
    split_ifs <;> simp
  unfold modeEnergy
  rw [Finset.sum_mul, Finset.mul_sum, ← Finset.sum_sub_distrib]
  simp only [key, Finset.sum_ite_eq, Finset.mem_univ, if_true]
```

## Two identical oscillators joined by a spring

Label the coordinates 0 and 1, as Lean does. The potential $\tfrac12\kappa(x_0^2+x_1^2)+\tfrac12c(x_0-x_1)^2$ has the matrix
$$K=\begin{pmatrix}\kappa+c&-c\\-c&\kappa+c\end{pmatrix}.$$
The in-phase vector $(1,1)/\sqrt2$ has eigenvalue $\kappa$, and the out-of-phase vector $(1,-1)/\sqrt2$ has $\kappa+2c$. The proof supplies these columns through a number `s` with $s^2=\tfrac12$ and checks the four entries of $K$.

```lean
/-- Two identical oscillators of unit mass, described by canonical pairs, with `κ > 0` and
`κ + 2c > 0`, coupled by a spring of constant `c`, have independent modes of frequencies `√κ` and
`√(κ + 2c)`. -/
theorem two_coupled_oscillators {κ c : ℝ} (hκ : 0 < κ) (hc : 0 < κ + 2 * c)
    {x p : Fin 2 → A} (h : IsCanonical x p) :
    ∃ a b : Fin 2 → A, IsBosonic a b ∧
      hamiltonian !![κ + c, -c; -c, κ + c] x p = modeEnergy ![√κ, √(κ + 2 * c)] a b := by
  obtain ⟨s, hs⟩ : ∃ s : ℝ, s * s = 1 / 2 := ⟨√(1 / 2), Real.mul_self_sqrt (by norm_num)⟩
  -- symmetric and antisymmetric combinations of the two coordinates
  have hO : (!![s, s; s, -s])ᵀ * !![s, s; s, -s] = 1 := by
    ext i j
    fin_cases i <;> fin_cases j <;> simp [Matrix.mul_apply, Fin.sum_univ_two] <;> linarith
  have hω : ∀ k, 0 < ![√κ, √(κ + 2 * c)] k := by
    intro k
    fin_cases k
    · exact Real.sqrt_pos.mpr hκ
    · exact Real.sqrt_pos.mpr hc
  have hD : (fun k => ![√κ, √(κ + 2 * c)] k ^ 2) = ![κ, κ + 2 * c] := by
    ext k
    fin_cases k
    · exact Real.sq_sqrt hκ.le
    · exact Real.sq_sqrt hc.le
  have hK : !![κ + c, -c; -c, κ + c] = !![s, s; s, -s] *
      diagonal (fun k => ![√κ, √(κ + 2 * c)] k ^ 2) * (!![s, s; s, -s])ᵀ := by
    rw [hD]
    ext i j
    rw [Matrix.mul_apply, Fin.sum_univ_two, Matrix.mul_diagonal, Matrix.mul_diagonal]
    fin_cases i <;> fin_cases j
    · change κ + c = s * κ * s + s * (κ + 2 * c) * s
      linear_combination (-(2 * κ + 2 * c)) * hs
    · change -c = s * κ * s + s * (κ + 2 * c) * -s
      linear_combination (2 * c) * hs
    · change -c = s * κ * s + -s * (κ + 2 * c) * s
      linear_combination (2 * c) * hs
    · change κ + c = s * κ * s + -s * (κ + 2 * c) * -s
      linear_combination (-(2 * κ + 2 * c)) * hs
  exact ⟨_, _, ladder_bosonic hω (rotate_canonical hO h), hamiltonian_eq_modeEnergy hO hω hK h⟩

end

end NormalModes
```

For $\kappa=1$ and $c=\tfrac32$, the diagonal entries of $K$ are $\tfrac52$ and the off-diagonal ones $-\tfrac32$. The eigenvalues are $\tfrac52-\tfrac32=1$ and $\tfrac52+\tfrac32=4$, so the frequencies are 1 and 2, and
$$H=b_0a_0+2\,b_1a_1+\tfrac32.$$

```lean
#print axioms NormalModes.normal_modes
#print axioms NormalModes.modeEnergy_commutator
#print axioms NormalModes.two_coupled_oscillators
```

```
'NormalModes.normal_modes' depends on axioms: [propext, Classical.choice, Quot.sound]
'NormalModes.modeEnergy_commutator' depends on axioms: [propext, Classical.choice, Quot.sound]
'NormalModes.two_coupled_oscillators' depends on axioms: [propext, Classical.choice, Quot.sound]
```
